# Group velocity of an elastic plane wave on a branch with differentiable polarization

Once a program has solved the Christoffel equation at a wavevector $k$, it can find the group velocity at that same $k$ by contracting the stiffness tensor once with $k$ and twice with the polarization, then dividing by the density and the frequency. No further solutions at neighbouring wavevectors are needed, provided that the wave belongs to a branch whose unit polarization is differentiable at $k$. This turns computed elastic constants into ray directions, within linear elasticity of a homogeneous, lossless medium at long wavelength.

## The gradient and the speed bound by hand

Let $u$ be the displacement, $\rho>0$ the mass density and $C_{ijml}$ the constant stiffness tensor, with stress $\sigma_{ij}=C_{ijml}\,\partial_l u_m$. Repeated indices are summed. A plane wave with wavevector $k$, frequency $\omega>0$ and real unit polarization $p$ satisfies the equation of motion when

$$\Gamma_{im}(k)\,p_m=\rho\omega^2p_i,\qquad \Gamma_{im}(k)=C_{ijml}k_jk_l .$$

Assume major symmetry, $C_{ijml}=C_{mlij}$, which holds when the stress derives from an elastic energy. Suppose that $w(q)$ and $p(q)$ give such a wave for every $q$ near $k$, with $p$ differentiable at $k$. The claims are

$$\frac{\partial w}{\partial k_j}=\frac{C_{ijml}p_ip_mk_l}{\rho w},\qquad k\cdot\nabla w=w,\qquad |\nabla w|\ge\frac{w}{|k|}.$$

Define $F(a,k;b,q)=C_{ijml}a_ik_jb_mq_l$. Major symmetry gives $F(a,k;b,q)=F(b,q;a,k)$. On a plane wave,

$$F(p,k;p,k)=p\cdot\Gamma(k)p=\rho\omega^2 .$$

Hence $w(q)=\sqrt{F(p(q),q;p(q),q)/\rho}$ near $k$. The radicand is positive and differentiable at $k$, so $w$ is differentiable there.

Now move along $k+sv$, with a prime for the derivative in $s$ at $s=0$. The product rule gives

$$2\rho ww'=F(p',k;p,k)+F(p,v;p,k)+F(p,k;p',k)+F(p,k;p,v).$$

The first term is $p'\cdot\Gamma p=\rho w^2\,p'\cdot p$, which vanishes because $p\cdot p=1$ implies $p'\cdot p=0$. By major symmetry the third term equals the first and the fourth equals the second. Therefore $\rho ww'=F(p,v;p,k)$, and taking $v$ along the $j$th axis gives the gradient.

Call this vector $V$. Then $V\cdot k=F(p,k;p,k)/(\rho w)=w$, which also forces $k\neq0$. Write $V=(w/|k|^2)k+r$. Since $r\cdot k=w-w=0$,

$$|V|^2=\frac{w^2}{|k|^2}+|r|^2\ge\frac{w^2}{|k|^2},$$

with equality exactly when $r=0$.

## Stiffness, waves and velocity in Lean

The finite type `ι` labels Cartesian directions; a crystal in space has three.

```lean
import Mathlib

open Matrix Filter Topology

namespace ChristoffelGroupVelocity

noncomputable section

variable {ι : Type*} [Fintype ι]
```

Major symmetry is the only symmetry required of `C`. The minor symmetries and positive definiteness are not assumed.

```lean
/-- Major symmetry of the stiffness tensor: the two index pairs can be exchanged. -/
def MajorSymmetry (C : ι → ι → ι → ι → ℝ) : Prop :=
  ∀ i j m l, C i j m l = C m l i j
```

The index order is that of the derivation: the wavevector contracts with the second and fourth indices.

```lean
/-- The Christoffel matrix `Γ_im = C_ijml k_j k_l`. -/
def christoffel (C : ι → ι → ι → ι → ℝ) (k : ι → ℝ) : Matrix ι ι ℝ :=
  Matrix.of fun i m => ∑ j, ∑ l, C i j m l * k j * k l
```

The contraction $F$ is `strainForm`.

```lean
/-- The contraction `C_ijml a_i k_j b_m q_l` of the stiffness with two displacement gradients. -/
def strainForm (C : ι → ι → ι → ι → ℝ) (a k b q : ι → ℝ) : ℝ :=
  ∑ i, ∑ j, ∑ m, ∑ l, C i j m l * a i * k j * b m * q l
```

The structure `IsPlaneWave` collects positive frequency, unit polarization and the Christoffel equation.

```lean
/-- A plane wave with wavevector `k`, frequency `ω > 0` and unit polarization `p`
that solves the Christoffel equation. -/
structure IsPlaneWave (C : ι → ι → ι → ι → ℝ) (ρ : ℝ) (k : ι → ℝ) (ω : ℝ)
    (p : ι → ℝ) : Prop where
  pos : 0 < ω
  unit : p ⬝ᵥ p = 1
  eigen : christoffel C k *ᵥ p = (ρ * ω ^ 2) • p
```

The explicit formula and the derivative of the frequency are defined separately, so their equality is something to prove.

```lean
/-- The vector with components `C_ijml p_i p_m k_l / (ρ ω)`. -/
def waveVelocity (C : ι → ι → ι → ι → ℝ) (ρ : ℝ) (k : ι → ℝ) (ω : ℝ) (p : ι → ℝ) : ι → ℝ :=
  fun j => (∑ i, ∑ m, ∑ l, C i j m l * p i * p m * k l) / (ρ * ω)

/-- The gradient of the frequency with respect to the wavevector, by components. -/
def grad [DecidableEq ι] (w : (ι → ℝ) → ℝ) (k : ι → ℝ) : ι → ℝ :=
  fun j => fderiv ℝ w k (Pi.single j 1)
```

## The rate of change of the frequency

Exchanging the two index pairs amounts to reordering four finite sums and applying `hC`.

```lean
variable {C : ι → ι → ι → ι → ℝ} {ρ : ℝ}

/-- Major symmetry lets the two displacement gradients be exchanged. -/
theorem strainForm_swap (hC : MajorSymmetry C) (a k b q : ι → ℝ) :
    strainForm C a k b q = strainForm C b q a k := by
  have key : ∀ f : ι → ι → ι → ι → ℝ,
      ∑ i, ∑ j, ∑ m, ∑ l, f i j m l = ∑ m, ∑ l, ∑ i, ∑ j, f i j m l := by
    intro f
    calc _ = ∑ i, ∑ m, ∑ j, ∑ l, f i j m l :=
          Finset.sum_congr rfl fun i _ => Finset.sum_comm
      _ = ∑ m, ∑ i, ∑ j, ∑ l, f i j m l := Finset.sum_comm
      _ = ∑ m, ∑ i, ∑ l, ∑ j, f i j m l :=
          Finset.sum_congr rfl fun m _ => Finset.sum_congr rfl fun i _ => Finset.sum_comm
      _ = _ := Finset.sum_congr rfl fun m _ => Finset.sum_comm
  unfold strainForm
  refine (key _).trans ?_
  refine Finset.sum_congr rfl fun m _ => Finset.sum_congr rfl fun l _ =>
    Finset.sum_congr rfl fun i _ => Finset.sum_congr rfl fun j _ => ?_
  rw [hC i j m l]
  ring
```

With equal wavevectors, the contraction is a matrix element of $\Gamma$; on a plane wave it becomes $\rho\omega^2$.

```lean
/-- With equal wavevectors the contraction is a matrix element of the Christoffel matrix. -/
theorem strainForm_eq (a k b : ι → ℝ) :
    strainForm C a k b k = a ⬝ᵥ christoffel C k *ᵥ b := by
  simp only [strainForm, christoffel, dotProduct, Matrix.mulVec, Matrix.of_apply,
    Finset.mul_sum, Finset.sum_mul]
  refine Finset.sum_congr rfl fun i _ => Finset.sum_comm.trans ?_
  refine Finset.sum_congr rfl fun m _ => Finset.sum_congr rfl fun j _ =>
    Finset.sum_congr rfl fun l _ => ?_
  ring

/-- On a plane wave the contraction equals `ρ ω²`. -/
theorem IsPlaneWave.energy {k p : ι → ℝ} {ω : ℝ} (h : IsPlaneWave C ρ k ω p) :
    strainForm C p k p k = ρ * ω ^ 2 := by
  rw [strainForm_eq, h.eigen, dotProduct_smul, h.unit, smul_eq_mul, mul_one]
```

The next theorem differentiates this identity along any differentiable path of plane waves. In its proof, `horth` is $p'\cdot p=0$, `hF` is the four-term product rule, and `hE` differentiates $\rho w^2$. Uniqueness of the derivative equates the two results; `hz` and `strainForm_swap` then reduce the four terms to twice the wavevector term.

```lean
/-- For a stiffness with major symmetry and a path of plane waves differentiable at `t`, `ρ w w' =
C_ijml p_i k'_j p_m k_l` at `t`; the derivative of the polarization does not appear. -/
theorem frequency_rate (hC : MajorSymmetry C) {k p : ℝ → ι → ℝ} {w : ℝ → ℝ}
    {k' p' : ι → ℝ} {w' t : ℝ} (hk : HasDerivAt k k' t) (hp : HasDerivAt p p' t)
    (hw : HasDerivAt w w' t) (h : ∀ᶠ s in 𝓝 t, IsPlaneWave C ρ (k s) (w s) (p s)) :
    ρ * w t * w' = strainForm C (p t) k' (p t) (k t) := by
  have hki := hasDerivAt_pi.1 hk
  have hpi := hasDerivAt_pi.1 hp
  have h0 := h.self_of_nhds
  -- normalization makes the change of polarization orthogonal to the polarization
  have hn : HasDerivAt (fun s => p s ⬝ᵥ p s) (∑ i, (p' i * p t i + p t i * p' i)) t := by
    unfold dotProduct
    exact HasDerivAt.fun_sum fun i _ => (hpi i).fun_mul (hpi i)
  have hn0 : HasDerivAt (fun s => p s ⬝ᵥ p s) 0 t :=
    (hasDerivAt_const t (1 : ℝ)).congr_of_eventuallyEq (h.mono fun s hs => hs.unit)
  have horth : p' ⬝ᵥ p t = 0 := by
    have e := hn.unique hn0
    have e2 : ∑ i, (p' i * p t i + p t i * p' i) = 2 * (p' ⬝ᵥ p t) := by
      simp only [dotProduct, Finset.mul_sum]
      exact Finset.sum_congr rfl fun i _ => by ring
    linarith
  -- product rule for the contraction
  have hF : HasDerivAt (fun s => strainForm C (p s) (k s) (p s) (k s))
      (strainForm C p' (k t) (p t) (k t) + strainForm C (p t) k' (p t) (k t)
        + strainForm C (p t) (k t) p' (k t) + strainForm C (p t) (k t) (p t) k') t := by
    unfold strainForm
    refine HasDerivAt.congr_deriv (HasDerivAt.fun_sum fun i _ => HasDerivAt.fun_sum fun j _ =>
      HasDerivAt.fun_sum fun m _ => HasDerivAt.fun_sum fun l _ =>
        ((((hpi i).const_mul (C i j m l)).fun_mul (hki j)).fun_mul (hpi m)).fun_mul (hki l)) ?_
    simp only [← Finset.sum_add_distrib]
    refine Finset.sum_congr rfl fun i _ => Finset.sum_congr rfl fun j _ =>
      Finset.sum_congr rfl fun m _ => Finset.sum_congr rfl fun l _ => ?_
    ring
  have hE : HasDerivAt (fun s => strainForm C (p s) (k s) (p s) (k s))
      (ρ * (w' * w t + w t * w')) t :=
    ((hw.fun_mul hw).const_mul ρ).congr_of_eventuallyEq
      (h.mono fun s hs => hs.energy.trans (by ring))
  have e := hF.unique hE
  have hz : strainForm C p' (k t) (p t) (k t) = 0 := by
    rw [strainForm_eq, h0.eigen, dotProduct_smul, horth, smul_zero]
  rw [strainForm_swap hC (p t) (k t) p' (k t), strainForm_swap hC (p t) (k t) (p t) k', hz] at e
  linarith
```

## Splitting the velocity along the wavevector

The dot product of the velocity formula with any `v` is a single contraction divided by $\rho\omega$.

```lean
/-- The dot product of the wave velocity with `v` is a contraction of the stiffness divided by `ρ
ω`. -/
theorem waveVelocity_dot (k p v : ι → ℝ) (ω : ℝ) :
    waveVelocity C ρ k ω p ⬝ᵥ v = strainForm C p v p k / (ρ * ω) := by
  simp only [dotProduct, waveVelocity, strainForm, Finset.sum_div, Finset.sum_mul]
  refine Finset.sum_comm.trans ?_
  refine Finset.sum_congr rfl fun i _ => Finset.sum_congr rfl fun j _ =>
    Finset.sum_congr rfl fun m _ => Finset.sum_congr rfl fun l _ => ?_
  ring
```

Taking `v` to be `k` gives $V\cdot k=\omega$. Expanding the dot products then yields the decomposition of $|V|^2$. Major symmetry is not needed here; it enters only when $V$ is identified with the gradient.

```lean
/-- The squared wave speed is the squared phase speed plus the square of the
remainder `V - (ω/|k|²) k`; the wavevector is nonzero and `V·k = ω`. -/
theorem speed_decomposition (hρ : 0 < ρ) {k p : ι → ℝ} {ω : ℝ} (h : IsPlaneWave C ρ k ω p) :
    let V := waveVelocity C ρ k ω p
    0 < k ⬝ᵥ k ∧ V ⬝ᵥ k = ω ∧
      V ⬝ᵥ V = ω ^ 2 / (k ⬝ᵥ k) + (V - (ω / (k ⬝ᵥ k)) • k) ⬝ᵥ (V - (ω / (k ⬝ᵥ k)) • k) := by
  intro V
  have hω := h.pos
  have hV : V ⬝ᵥ k = ω := by
    rw [waveVelocity_dot, h.energy]
    field_simp
  have hne : k ⬝ᵥ k ≠ 0 := by
    intro h0
    rw [dotProduct_self_eq_zero.1 h0, dotProduct_zero] at hV
    exact hω.ne hV
  have hnn : 0 ≤ k ⬝ᵥ k := Finset.sum_nonneg fun i _ => mul_self_nonneg (k i)
  refine ⟨lt_of_le_of_ne hnn hne.symm, hV, ?_⟩
  simp only [sub_dotProduct, dotProduct_sub, smul_dotProduct, dotProduct_smul, smul_eq_mul]
  rw [dotProduct_comm k V, hV]
  field_simp
  ring
```

The equality case follows because a real vector with zero dot product with itself is zero.

```lean
/-- The wave speed equals the phase speed exactly when the wave velocity is `(ω/|k|²) k`. -/
theorem speed_eq_iff (hρ : 0 < ρ) {k p : ι → ℝ} {ω : ℝ} (h : IsPlaneWave C ρ k ω p) :
    waveVelocity C ρ k ω p ⬝ᵥ waveVelocity C ρ k ω p = ω ^ 2 / (k ⬝ᵥ k) ↔
      waveVelocity C ρ k ω p = (ω / (k ⬝ᵥ k)) • k := by
  have hd := (speed_decomposition hρ h).2.2
  rw [← sub_eq_zero (b := (ω / (k ⬝ᵥ k)) • k), ← dotProduct_self_eq_zero]
  constructor <;> intro e <;> linarith
```

## The group velocity theorem

The hypothesis `h` requires plane waves throughout a neighbourhood of `k`, while `hp` requires differentiability of the polarization only at `k`. Differentiability of `w` is a conclusion, so `grad` is a genuine gradient. Lengths are written as square roots of dot products because Lean's default norm on `ι → ℝ` is the maximum norm.

The proof obtains `hwd` from the square-root formula. It then applies `frequency_rate` to straight paths, which gives every directional derivative in `hdir`, and `speed_decomposition` supplies the last two claims.

```lean
/-- For a stiffness with major symmetry and a branch of plane waves whose polarization is
differentiable at `k`, the frequency is differentiable at `k`, its gradient there is `C_ijml p_i p_m
k_l / (ρ w)`, `k·∇w = w`, and the group speed is at least the phase speed. -/
theorem group_velocity [DecidableEq ι] (hC : MajorSymmetry C) (hρ : 0 < ρ)
    {w : (ι → ℝ) → ℝ} {p : (ι → ℝ) → ι → ℝ} {k : ι → ℝ} (hp : DifferentiableAt ℝ p k)
    (h : ∀ᶠ q in 𝓝 k, IsPlaneWave C ρ q (w q) (p q)) :
    DifferentiableAt ℝ w k ∧ grad w k = waveVelocity C ρ k (w k) (p k) ∧
      k ⬝ᵥ grad w k = w k ∧ w k / √(k ⬝ᵥ k) ≤ √(grad w k ⬝ᵥ grad w k) := by
  have h0 := h.self_of_nhds
  -- the frequency is the square root of a differentiable positive function
  have hwd : DifferentiableAt ℝ w k := by
    have hpi : ∀ i, DifferentiableAt ℝ (fun q => p q i) k := differentiableAt_pi.1 hp
    have hF : DifferentiableAt ℝ (fun q => strainForm C (p q) q (p q) q / ρ) k := by
      unfold strainForm
      fun_prop
    have hne : strainForm C (p k) k (p k) k / ρ ≠ 0 := by
      rw [h0.energy]
      have := h0.pos
      positivity
    refine (hF.sqrt hne).congr_of_eventuallyEq (h.mono fun q hq => ?_)
    change w q = √(strainForm C (p q) q (p q) q / ρ)
    rw [hq.energy, mul_div_cancel_left₀ _ hρ.ne', Real.sqrt_sq hq.pos.le]
  -- straight paths through k give the directional derivatives
  have hdir : ∀ v, fderiv ℝ w k v = waveVelocity C ρ k (w k) (p k) ⬝ᵥ v := by
    intro v
    have hc : HasDerivAt (fun s : ℝ => k + s • v) v 0 :=
      (((hasDerivAt_id' (0 : ℝ)).smul_const v).const_add k).congr_deriv (one_smul ℝ v)
    have hc0 : k = k + (0 : ℝ) • v := by simp
    have ht := hc.continuousAt.tendsto
    simp only [zero_smul, add_zero] at ht
    have e := frequency_rate hC hc (hp.hasFDerivAt.comp_hasDerivAt_of_eq 0 hc hc0)
      (hwd.hasFDerivAt.comp_hasDerivAt_of_eq 0 hc hc0) (ht.eventually h)
    simp only [Function.comp_apply, zero_smul, add_zero] at e
    have hpos := mul_pos hρ h0.pos
    rw [waveVelocity_dot, eq_div_iff hpos.ne', ← e]
    ring
  have hg : grad w k = waveVelocity C ρ k (w k) (p k) := by
    funext j
    simp [grad, hdir]
  obtain ⟨hk, hV, hd⟩ := speed_decomposition hρ h0
  refine ⟨hwd, hg, by rw [hg, dotProduct_comm, hV], ?_⟩
  rw [hg]
  refine (le_abs_self _).trans (Real.abs_le_sqrt ?_)
  rw [div_pow, Real.sq_sqrt hk.le, hd]
  exact le_add_of_nonneg_right (Finset.sum_nonneg fun i _ => mul_self_nonneg _)
```

The theorem assumes that a differentiable branch exists. With major symmetry, one is guaranteed when $\rho\omega^2$ is a simple eigenvalue of $\Gamma(k)$, by a standard result that is not proved here. Where branches meet, an eigenvector chosen arbitrarily from a degenerate eigenspace need not belong to one.

## Longitudinal waves in an isotropic solid

An isotropic solid with Lamé constants $\lambda$ and $\mu$ provides an explicit branch.

```lean
/-- The Kronecker delta. -/
def delta [DecidableEq ι] (i j : ι) : ℝ := if i = j then 1 else 0

/-- The stiffness of an isotropic solid with Lamé constants `lam` and `mu`. -/
def isotropic [DecidableEq ι] (lam mu : ℝ) (i j m l : ι) : ℝ :=
  lam * (delta i j * delta m l) + mu * (delta i m * delta j l + delta i l * delta m j)
```

Its Christoffel matrix is $(\lambda+\mu)k_ik_m+\mu|k|^2\delta_{im}$, established as `hΓ`. Applied to $k$, it gives $(\lambda+2\mu)|k|^2k$.

```lean
/-- The Christoffel matrix of an isotropic solid at wavevector `k` maps `k` to `(lam + 2 mu) |k|²
k`. -/
theorem isotropic_christoffel [DecidableEq ι] (lam mu : ℝ) (k : ι → ℝ) :
    christoffel (isotropic lam mu) k *ᵥ k = ((lam + 2 * mu) * (k ⬝ᵥ k)) • k := by
  have hδ : ∀ a, ∑ j, delta a j * k j = k a := fun a => by simp [delta]
  have hΓ : ∀ i m, christoffel (isotropic lam mu) k i m
      = (lam + mu) * k i * k m + mu * (k ⬝ᵥ k) * delta i m := by
    intro i m
    calc christoffel (isotropic lam mu) k i m
        = ∑ j, (lam * delta i j * k j * ∑ l, delta m l * k l
            + mu * delta i m * k j * ∑ l, delta j l * k l
            + mu * delta m j * k j * ∑ l, delta i l * k l) := by
          simp only [christoffel, Matrix.of_apply, isotropic, Finset.mul_sum,
            ← Finset.sum_add_distrib]
          exact Finset.sum_congr rfl fun j _ => Finset.sum_congr rfl fun l _ => by ring
      _ = lam * k m * (∑ j, delta i j * k j) + mu * delta i m * (∑ j, k j * k j)
            + mu * k i * (∑ j, delta m j * k j) := by
          simp only [hδ]
          rw [← hδ i, ← hδ m]
          simp only [hδ, Finset.sum_add_distrib]
          congr 1
          · congr 1
            · rw [← hδ i, Finset.mul_sum]
              exact Finset.sum_congr rfl fun j _ => by ring
            · rw [Finset.mul_sum]
              exact Finset.sum_congr rfl fun j _ => by ring
          · rw [← Finset.sum_mul]
            simp only [mul_assoc, ← Finset.mul_sum, hδ]
            ring
      _ = _ := by
          rw [hδ, hδ]
          simp only [dotProduct]
          ring
  funext i
  calc (christoffel (isotropic lam mu) k *ᵥ k) i
      = (lam + mu) * k i * (∑ m, k m * k m)
          + mu * (k ⬝ᵥ k) * (∑ m, delta i m * k m) := by
        change ∑ m, christoffel (isotropic lam mu) k i m * k m = _
        rw [Finset.mul_sum, Finset.mul_sum, ← Finset.sum_add_distrib]
        exact Finset.sum_congr rfl fun m _ => by rw [hΓ]; ring
    _ = _ := by
        rw [hδ]
        simp only [dotProduct, Pi.smul_apply, smul_eq_mul]
        ring
```

If $\lambda+2\mu>0$, the choice $p=k/|k|$ and $\omega=\sqrt{(\lambda+2\mu)/\rho}\,|k|$ gives a plane wave at every nonzero $k$, with differentiable polarization. All wavevectors sufficiently near a nonzero one are also nonzero, so the neighbourhood condition is met. The proof checks major symmetry, differentiability and the three fields of `IsPlaneWave` in turn.

```lean
/-- For `lam + 2 mu > 0`, the isotropic stiffness has major symmetry, and at every nonzero `k` the
polarization `k/|k|` is differentiable and gives a plane wave with frequency `ω = √((lam + 2 mu)/ρ)
|k|`. -/
theorem longitudinal_witness [DecidableEq ι] {lam mu : ℝ} (hρ : 0 < ρ)
    (hM : 0 < lam + 2 * mu) :
    MajorSymmetry (isotropic (ι := ι) lam mu) ∧ ∀ k : ι → ℝ, k ≠ 0 →
      DifferentiableAt ℝ (fun q : ι → ℝ => (√(q ⬝ᵥ q))⁻¹ • q) k ∧
      IsPlaneWave (isotropic lam mu) ρ k (√((lam + 2 * mu) / ρ) * √(k ⬝ᵥ k))
        ((√(k ⬝ᵥ k))⁻¹ • k) := by
  have hsymm : ∀ a b : ι, delta a b = delta b a := fun a b => by simp [delta, eq_comm]
  refine ⟨fun i j m l => ?_, fun k hk => ?_⟩
  · unfold isotropic
    rw [hsymm m i, hsymm l j, hsymm m j, hsymm i l, hsymm j m]
    ring
  have hne : k ⬝ᵥ k ≠ 0 := fun h => hk (dotProduct_self_eq_zero.1 h)
  have hnn : 0 ≤ k ⬝ᵥ k := Finset.sum_nonneg fun i _ => mul_self_nonneg (k i)
  have hkk : 0 < k ⬝ᵥ k := lt_of_le_of_ne hnn hne.symm
  have hs : 0 < √(k ⬝ᵥ k) := Real.sqrt_pos.2 hkk
  have hd : DifferentiableAt ℝ (fun q : ι → ℝ => q ⬝ᵥ q) k := by
    unfold dotProduct
    fun_prop
  refine ⟨((hd.sqrt hne).inv hs.ne').smul differentiableAt_id, ?_, ?_, ?_⟩
  · exact mul_pos (Real.sqrt_pos.2 (div_pos hM hρ)) hs
  · have key : ∀ s x : ℝ, s ≠ 0 → s * s = x → s⁻¹ * (s⁻¹ * x) = 1 := by
      rintro s _ h0 rfl
      field_simp
    rw [smul_dotProduct, dotProduct_smul, smul_eq_mul, smul_eq_mul]
    exact key _ _ hs.ne' (Real.mul_self_sqrt hnn)
  · have hval : ρ * (√((lam + 2 * mu) / ρ) * √(k ⬝ᵥ k)) ^ 2
        = (lam + 2 * mu) * (k ⬝ᵥ k) := by
      rw [mul_pow, Real.sq_sqrt (div_pos hM hρ).le, Real.sq_sqrt hnn]
      field_simp
    rw [Matrix.mulVec_smul, isotropic_christoffel, hval, smul_comm]

end

end ChristoffelGroupVelocity
```

```lean
#print axioms ChristoffelGroupVelocity.speed_eq_iff
-- 'ChristoffelGroupVelocity.speed_eq_iff' depends on axioms: [propext, Classical.choice, Quot.sound]
#print axioms ChristoffelGroupVelocity.group_velocity
-- 'ChristoffelGroupVelocity.group_velocity' depends on axioms: [propext, Classical.choice, Quot.sound]
```
